# For an invertible lattice basis, the reciprocal metric is $(2\pi)^2$ times the inverse metric

**Q:** A powder diffraction pattern gives me plane spacings, and a structure file gives me cell lengths and angles. Neither says how the crystal sits in Cartesian space. Your formal statement starts from a matrix $A$ of Cartesian components. Where is the physics that doesn't depend on that choice?

**A:** In the scalar products of the basis vectors. Let the columns $a_0,\dots,a_{n-1}$ of a real $n\times n$ matrix $A$ be the basis vectors, numbered from zero as in Lean. The metric tensor $G=A^{\mathsf T}A$ has entries $G_{ij}=a_i\cdot a_j$: squared lengths on the diagonal, lengths times cosines of angles elsewhere. The matrix $A$ is there to define $G$ and the reciprocal basis.

```lean
import Mathlib

open Matrix

namespace LatticeMetricTensor

noncomputable section

variable {n : ℕ}

/-- The metric tensor `G = Aᵀ A` of the lattice basis formed by the columns of `A`. -/
def metric (A : Matrix (Fin n) (Fin n) ℝ) : Matrix (Fin n) (Fin n) ℝ := Aᵀ * A
```

**Q:** And the reciprocal basis? Half the literature puts in the $2\pi$ and half leaves it out.

**A:** Here it is in: $B=2\pi(A^{-1})^{\mathsf T}$, with the reciprocal vectors $b_j$ as columns.

```lean
/-- The reciprocal basis `B = 2π (A⁻¹)ᵀ`, whose columns are the reciprocal lattice vectors. -/
def reciprocalBasis (A : Matrix (Fin n) (Fin n) ℝ) : Matrix (Fin n) (Fin n) ℝ :=
  (2 * Real.pi) • (A⁻¹)ᵀ
```

For the spacings we also need a set of squared distances. A point with fractional coordinates $x$ sits at $Ax$, and a vector $h$ of indices picks out the plane $h\cdot x=1$. The set `planeSqDistances A h` contains $|Ax|^2$ for every point of that plane.

```lean
/-- The squared distances from the origin to the points of the plane `h · x = 1`, where `x` are
fractional coordinates in the basis `A`. -/
def planeSqDistances (A : Matrix (Fin n) (Fin n) ℝ) (h : Fin n → ℝ) : Set ℝ :=
  {s | ∃ x : Fin n → ℝ, h ⬝ᵥ x = 1 ∧ s = (A *ᵥ x) ⬝ᵥ (A *ᵥ x)}
```

**Q:** Those are real vectors. Lattice points and Miller indices are integers.

**A:** Yes, and the file never introduces the lattice as a set of integer combinations. Its theorems concern a basis and the space it spans. Real $x$ is right for a plane, which is continuous, and real $h$ includes the integer case. The distance from the origin to $h\cdot x=1$ is the spacing of neighbouring lattice planes when the basis is primitive and the indices are integers without a common factor.

**Q:** Then show me that $G$ really measures lengths and angles.

**A:** For coordinate vectors $x$ and $y$,
$$Ax\cdot Ay=x^{\mathsf T}A^{\mathsf T}A\,y=x\cdot Gy .$$
In Lean `*ᵥ` applies a matrix to a vector and `⬝ᵥ` is the scalar product. The proof moves $A^{\mathsf T}$ from one side of the product to the other. No invertibility is needed.

```lean
/-- The scalar product of two vectors is computed from their fractional coordinates with the
metric tensor. -/
theorem dotProduct_eq_metric (A : Matrix (Fin n) (Fin n) ℝ) (x y : Fin n → ℝ) :
    (A *ᵥ x) ⬝ᵥ (A *ᵥ y) = x ⬝ᵥ (metric A *ᵥ y) := by
  rw [metric, ← Matrix.mulVec_mulVec, Matrix.dotProduct_mulVec x Aᵀ, Matrix.vecMul_transpose]
```

**Q:** Where does invertibility enter, then?

**A:** It says that the basis vectors are linearly independent, so that the cell has nonzero volume. Lean writes it as `IsUnit A.det`, which for a real determinant means $\det A\neq0$. It is equivalent to positive definiteness of $G$.

If $A$ is invertible and $x\neq0$, then $Ax\neq0$, since otherwise $x=A^{-1}Ax=0$. Hence $x\cdot Gx=|Ax|^2>0$. Conversely, a positive definite $G$ has $\det G>0$, and $\det G=\det A^{\mathsf T}\det A=(\det A)^2$, so $\det A\neq0$. The code takes the converse first. In the other direction it also checks that $G$ is symmetric, which is part of `PosDef`, and `hne` is the statement $Ax\neq0$.

```lean
/-- The metric tensor is positive definite exactly when the basis matrix is invertible. -/
theorem metric_posDef_iff (A : Matrix (Fin n) (Fin n) ℝ) :
    (metric A).PosDef ↔ IsUnit A.det := by
  constructor
  · intro h
    have hd := h.det_pos
    rw [metric, Matrix.det_mul, Matrix.det_transpose] at hd
    refine isUnit_iff_ne_zero.mpr fun h0 => ?_
    rw [h0] at hd
    simp at hd
  · intro hA
    rw [Matrix.posDef_iff_dotProduct_mulVec]
    refine ⟨?_, fun x hx => ?_⟩
    · show (metric A)ᴴ = metric A
      rw [Matrix.conjTranspose_eq_transpose_of_trivial]
      simp [metric, Matrix.transpose_mul]
    · -- `x · G x` is the squared length of `A x`, and `A x` does not vanish
      have hne : A *ᵥ x ≠ 0 := fun h0 => hx (by
        calc x = A⁻¹ *ᵥ (A *ᵥ x) := by
              rw [Matrix.mulVec_mulVec, Matrix.nonsing_inv_mul A hA, Matrix.one_mulVec]
          _ = 0 := by rw [h0, Matrix.mulVec_zero])
      rw [star_trivial, ← dotProduct_eq_metric]
      exact lt_of_le_of_ne (Finset.sum_nonneg fun i _ => mul_self_nonneg _)
        (fun h => hne (dotProduct_self_eq_zero.mp h.symm))
```

**Q:** I define reciprocal vectors by $a_i\cdot b_j=2\pi\delta_{ij}$, not by an inverse transpose. Is your $B$ mine?

**A:** It satisfies your condition:
$$A^{\mathsf T}B=2\pi A^{\mathsf T}(A^{-1})^{\mathsf T}=2\pi(A^{-1}A)^{\mathsf T}=2\pi I ,$$
where $I$ is the identity matrix. The $(i,j)$ entry on the left is $a_i\cdot b_j$. Since $A^{\mathsf T}$ is invertible, no other $B$ satisfies it.

```lean
/-- Direct and reciprocal basis vectors are dual to each other: `aᵢ · bⱼ = 2π δᵢⱼ`. -/
theorem transpose_mul_reciprocalBasis (A : Matrix (Fin n) (Fin n) ℝ) (hA : IsUnit A.det) :
    Aᵀ * reciprocalBasis A = (2 * Real.pi) • (1 : Matrix (Fin n) (Fin n) ℝ) := by
  rw [reciprocalBasis, Matrix.mul_smul, ← Matrix.transpose_mul, Matrix.nonsing_inv_mul A hA,
    Matrix.transpose_one]
```

A second relation connects the two bases through the metric:
$$BG=2\pi(A^{-1})^{\mathsf T}A^{\mathsf T}A=2\pi(AA^{-1})^{\mathsf T}A=2\pi A .$$

```lean
/-- The metric tensor turns the reciprocal basis into the direct one: `B G = 2π A`. -/
theorem reciprocalBasis_mul_metric (A : Matrix (Fin n) (Fin n) ℝ) (hA : IsUnit A.det) :
    reciprocalBasis A * metric A = (2 * Real.pi) • A := by
  rw [reciprocalBasis, metric, Matrix.smul_mul, ← Matrix.mul_assoc, ← Matrix.transpose_mul,
    Matrix.mul_nonsing_inv A hA, Matrix.transpose_one, Matrix.one_mul]
```

**Q:** So the main result should follow by dividing by $G$.

**A:** It does. Positive definiteness makes $G$ invertible, so $BG=2\pi A$ gives
$$B=2\pi AG^{-1}.$$
Transposing the duality relation gives $B^{\mathsf T}A=2\pi I$, and therefore
$$B^{\mathsf T}B=2\pi\,(B^{\mathsf T}A)\,G^{-1}=(2\pi)^2G^{-1}.$$
The theorem joins four assertions for every invertible $A$: $G$ is positive definite, $\det G=(\det A)^2$, and the two formulas above. The reciprocal metric appears as `metric (reciprocalBasis A)`, the same construction applied to $B$. In the proof, `hB` is the division by $G$, `hD` the transposed duality relation, and the final `calc` the last display.

```lean
/-- For an invertible basis `A` the metric `G` is positive definite with `det G = (det A)²`, the
reciprocal metric is `(2π)² G⁻¹`, and the reciprocal basis is `B = 2π A G⁻¹`. -/
theorem metric_and_reciprocal_metric (A : Matrix (Fin n) (Fin n) ℝ) (hA : IsUnit A.det) :
    (metric A).PosDef ∧ (metric A).det = A.det ^ 2 ∧
      metric (reciprocalBasis A) = (2 * Real.pi) ^ 2 • (metric A)⁻¹ ∧
      reciprocalBasis A = (2 * Real.pi) • (A * (metric A)⁻¹) := by
  have hP := (metric_posDef_iff A).mpr hA
  have hG : IsUnit (metric A).det := isUnit_iff_ne_zero.mpr hP.det_pos.ne'
  -- cancel `G` in `B G = 2π A`
  have hB : reciprocalBasis A = (2 * Real.pi) • (A * (metric A)⁻¹) := by
    rw [← Matrix.smul_mul, ← reciprocalBasis_mul_metric A hA, Matrix.mul_assoc,
      Matrix.mul_nonsing_inv _ hG, Matrix.mul_one]
  -- the transposed duality relation
  have hD : (reciprocalBasis A)ᵀ * A = (2 * Real.pi) • (1 : Matrix (Fin n) (Fin n) ℝ) := by
    have h := congrArg Matrix.transpose (transpose_mul_reciprocalBasis A hA)
    rwa [Matrix.transpose_mul, Matrix.transpose_transpose, Matrix.transpose_smul,
      Matrix.transpose_one] at h
  refine ⟨hP, ?_, ?_, hB⟩
  · rw [metric, Matrix.det_mul, Matrix.det_transpose, sq]
  · calc metric (reciprocalBasis A)
        = (reciprocalBasis A)ᵀ * ((2 * Real.pi) • (A * (metric A)⁻¹)) := by
          rw [← hB, metric]
      _ = (2 * Real.pi) ^ 2 • (metric A)⁻¹ := by
          rw [Matrix.mul_smul, ← Matrix.mul_assoc, hD, Matrix.smul_mul, Matrix.one_mul,
            smul_smul, sq]
```

The determinant formula gives the cell volume $|\det A|=\sqrt{\det G}$. For an integer vector $m$, the squared length of the reciprocal lattice vector $Bm$ is $(2\pi)^2\,m\cdot G^{-1}m$. In a plane-wave calculation for a perfectly periodic crystal, the plane waves at Bloch wave vector $k$ have wave vectors $k+Bm$ and kinetic energies proportional to $|k+Bm|^2$, which is that squared length when $k=0$.

**Q:** You have squared away the sign of $\det A$. What else does $G$ forget?

**A:** The orientation in space and the handedness, and nothing more about the basis. Suppose that $A'$ has the same metric as the invertible $A$. Put $Q=A'A^{-1}$. Then $A'=QA$ and
$$Q^{\mathsf T}Q=(A^{-1})^{\mathsf T}G\,A^{-1}=(AA^{-1})^{\mathsf T}(AA^{-1})=I .$$
This $Q$ is the only candidate, because $A'=QA$ forces $Q=A'A^{-1}$. Conversely, if $A'=QA$ with $Q$ orthogonal, then $A'^{\mathsf T}A'=A^{\mathsf T}Q^{\mathsf T}QA=G$.

```lean
/-- A second basis has the same metric tensor as an invertible basis `A` exactly when it arises
from `A` by a unique orthogonal transformation of space. -/
theorem metric_eq_iff_orthogonal (A A' : Matrix (Fin n) (Fin n) ℝ) (hA : IsUnit A.det) :
    metric A' = metric A ↔
      ∃! Q : Matrix (Fin n) (Fin n) ℝ, Qᵀ * Q = 1 ∧ A' = Q * A := by
  constructor
  · intro h
    refine ⟨A' * A⁻¹, ⟨?_, ?_⟩, ?_⟩
    · calc (A' * A⁻¹)ᵀ * (A' * A⁻¹) = (A⁻¹)ᵀ * metric A' * A⁻¹ := by
            simp only [metric, Matrix.transpose_mul, Matrix.mul_assoc]
        _ = (A * A⁻¹)ᵀ * (A * A⁻¹) := by
            rw [h]
            simp only [metric, Matrix.transpose_mul, Matrix.mul_assoc]
        _ = 1 := by rw [Matrix.mul_nonsing_inv A hA, Matrix.transpose_one, Matrix.one_mul]
    · rw [Matrix.mul_assoc, Matrix.nonsing_inv_mul A hA, Matrix.mul_one]
    · rintro Q ⟨_, hQ⟩
      rw [hQ, Matrix.mul_assoc, Matrix.mul_nonsing_inv A hA, Matrix.mul_one]
  · rintro ⟨Q, ⟨hQ, rfl⟩, _⟩
    calc metric (Q * A) = Aᵀ * (Qᵀ * Q) * A := by
          simp only [metric, Matrix.transpose_mul, Matrix.mul_assoc]
      _ = metric A := by rw [hQ, Matrix.mul_one, metric]
```

The symbol `∃!` expresses existence and uniqueness together. The condition `Qᵀ * Q = 1` admits reflections as well as rotations, which is how handedness gets lost.

**Q:** But one lattice has many primitive bases, and their metrics differ.

**A:** They can, and the theorem doesn't decide whether two metrics belong to the same lattice. It compares bases with their vectors in a fixed order.

**Q:** Back to my diffraction pattern. How do I get the spacing?

**A:** For $h\neq0$, the distance $d$ from the origin to the plane $h\cdot x=1$ satisfies
$$\frac1{d^2}=h\cdot G^{-1}h .$$
Set $w=G^{-1}h$ and $q=h\cdot w$. Since $Gw=h\neq0$, we have $w\neq0$, and $q=w\cdot Gw=|Aw|^2>0$. For any point of the plane, $Ax\cdot Aw=x\cdot Gw=x\cdot h=1$. The Cauchy-Schwarz inequality then gives
$$1=(Ax\cdot Aw)^2\le|Ax|^2\,q ,$$
so $|Ax|^2\ge1/q$. The point $x=w/q$ lies on the plane, because $h\cdot w/q=1$, and it has $|Ax|^2=q/q^2=1/q$.

Geometrically, $Aw=AG^{-1}h=Bh/2\pi$, so the foot of the perpendicular lies along the reciprocal vector $Bh$, and $d=2\pi/|Bh|$.

**Q:** Does the Lean statement say "distance", or only produce a number?

**A:** It says `IsLeast`: the number $1/q$ belongs to the set of squared distances and is a lower bound for it. So the minimum is attained at a point of the plane. In the proof, `hq` is $q>0$, `hbb` is $|Aw|^2=q$, `hab` is $Ax\cdot Aw=1$, and `hcs` is Cauchy-Schwarz.

```lean
/-- The squared distance `d²` from the origin to the plane `h · x = 1` is given by
`1/d² = h · G⁻¹ h`. -/
theorem plane_spacing (A : Matrix (Fin n) (Fin n) ℝ) (hA : IsUnit A.det)
    (h : Fin n → ℝ) (hh : h ≠ 0) :
    IsLeast (planeSqDistances A h) (1 / (h ⬝ᵥ ((metric A)⁻¹ *ᵥ h))) := by
  have hP := (metric_posDef_iff A).mpr hA
  have hG : IsUnit (metric A).det := isUnit_iff_ne_zero.mpr hP.det_pos.ne'
  obtain ⟨w, hw⟩ : ∃ w, w = (metric A)⁻¹ *ᵥ h := ⟨_, rfl⟩
  have hGw : metric A *ᵥ w = h := by
    rw [hw, Matrix.mulVec_mulVec, Matrix.mul_nonsing_inv _ hG, Matrix.one_mulVec]
  have hw0 : w ≠ 0 := fun h0 => hh (by rw [← hGw, h0, Matrix.mulVec_zero])
  have hq : 0 < h ⬝ᵥ w := by
    have h1 := hP.dotProduct_mulVec_pos hw0
    rwa [star_trivial, hGw, dotProduct_comm] at h1
  have hbb : (A *ᵥ w) ⬝ᵥ (A *ᵥ w) = h ⬝ᵥ w := by
    rw [dotProduct_eq_metric, hGw, dotProduct_comm]
  rw [← hw]
  constructor
  · -- the foot of the perpendicular lies along `G⁻¹ h`
    refine ⟨(h ⬝ᵥ w)⁻¹ • w, ?_, ?_⟩
    · rw [dotProduct_smul, smul_eq_mul, inv_mul_cancel₀ hq.ne']
    · rw [Matrix.mulVec_smul, smul_dotProduct, dotProduct_smul, hbb, smul_eq_mul, smul_eq_mul,
        inv_mul_cancel₀ hq.ne', mul_one, one_div]
  · -- Cauchy-Schwarz for `A x` and `A G⁻¹ h`
    rintro s ⟨x, hx, rfl⟩
    have hab : (A *ᵥ x) ⬝ᵥ (A *ᵥ w) = 1 := by
      rw [dotProduct_eq_metric, hGw, dotProduct_comm, hx]
    have hcs : ((A *ᵥ x) ⬝ᵥ (A *ᵥ w)) ^ 2 ≤
        ((A *ᵥ x) ⬝ᵥ (A *ᵥ x)) * ((A *ᵥ w) ⬝ᵥ (A *ᵥ w)) := by
      simpa only [dotProduct, sq] using
        Finset.sum_mul_sq_le_sq_mul_sq Finset.univ (A *ᵥ x) (A *ᵥ w)
    rw [hab, hbb, one_pow] at hcs
    exact (div_le_iff₀ hq).mpr hcs
```

**Q:** Try it on a cell whose axes aren't perpendicular.

**A:** Take the planar hexagonal cell with columns $(a,0)$ and $(-a/2,\sqrt3\,a/2)$, which have equal length and enclose 120 degrees.

```lean
/-- The planar hexagonal basis with lattice constant `a` and an angle of 120 degrees. -/
def hexagonalBasis (a : ℝ) : Matrix (Fin 2) (Fin 2) ℝ :=
  !![a, -(a / 2); 0, a * Real.sqrt 3 / 2]
```

Its metric and inverse metric are
$$G=a^2\begin{pmatrix}1&-\tfrac12\\-\tfrac12&1\end{pmatrix},\qquad
G^{-1}=\frac1{a^2}\begin{pmatrix}\tfrac43&\tfrac23\\\tfrac23&\tfrac43\end{pmatrix}.$$
For indices $(h,k)$, where $h$ is now a single number, the quadratic form gives
$$\frac1{d^2}=\frac43\,\frac{h^2+hk+k^2}{a^2}.$$
The mixed term $hk$ comes from the angle. With 60 degrees between the axes it would change sign, so the formula belongs to this choice of cell.

The theorem assumes $a\neq0$ and $(h,k)\neq(0,0)$. Its proof computes the metric in `hG` using $\sqrt3\cdot\sqrt3=3$, verifies the inverse in `hI` by multiplying the matrices, evaluates the quadratic form in `hv`, and applies `plane_spacing`.

```lean
/-- In the planar hexagonal basis with an angle of 120 degrees, the line with indices `(h, k)` has
squared distance `d²` from the origin with `1/d² = (4/3) (h² + h k + k²) / a²`. -/
theorem hexagonal_spacing (a h k : ℝ) (ha : a ≠ 0) (hk : ![h, k] ≠ 0) :
    IsLeast (planeSqDistances (hexagonalBasis a) ![h, k])
      (1 / (4 / 3 * (h ^ 2 + h * k + k ^ 2) / a ^ 2)) := by
  have hs : Real.sqrt 3 * Real.sqrt 3 = 3 := Real.mul_self_sqrt (by norm_num)
  have hs0 : Real.sqrt 3 ≠ 0 := fun h0 => by rw [h0] at hs; norm_num at hs
  have hA : IsUnit (hexagonalBasis a).det := by
    rw [hexagonalBasis, Matrix.det_fin_two_of, mul_zero, sub_zero]
    exact isUnit_iff_ne_zero.mpr (mul_ne_zero ha (div_ne_zero (mul_ne_zero ha hs0) two_ne_zero))
  have hG : metric (hexagonalBasis a) = !![a ^ 2, -(a ^ 2 / 2); -(a ^ 2 / 2), a ^ 2] := by
    ext i j
    fin_cases i <;> fin_cases j <;>
      simp [metric, hexagonalBasis, Matrix.mul_apply, Fin.sum_univ_two] <;>
      first
        | ring1
        | linear_combination (a ^ 2 / 4) * hs
  obtain ⟨c, hc⟩ : ∃ c, c = (a ^ 2)⁻¹ := ⟨_, rfl⟩
  have hac : a ^ 2 * c = 1 := by rw [hc, mul_inv_cancel₀ (pow_ne_zero 2 ha)]
  have hI : (metric (hexagonalBasis a))⁻¹ =
      !![4 / 3 * c, 2 / 3 * c; 2 / 3 * c, 4 / 3 * c] := by
    rw [hG]
    apply Matrix.inv_eq_right_inv
    have e1 : a ^ 2 * (4 / 3 * c) + -(a ^ 2 / 2) * (2 / 3 * c) = 1 := by
      linear_combination hac
    have e2 : a ^ 2 * (2 / 3 * c) + -(a ^ 2 / 2) * (4 / 3 * c) = 0 := by ring
    have e3 : -(a ^ 2 / 2) * (4 / 3 * c) + a ^ 2 * (2 / 3 * c) = 0 := by ring
    have e4 : -(a ^ 2 / 2) * (2 / 3 * c) + a ^ 2 * (4 / 3 * c) = 1 := by
      linear_combination hac
    rw [Matrix.mul_fin_two, e1, e2, e3, e4, Matrix.one_fin_two]
  have hv : 4 / 3 * (h ^ 2 + h * k + k ^ 2) / a ^ 2 =
      ![h, k] ⬝ᵥ ((metric (hexagonalBasis a))⁻¹ *ᵥ ![h, k]) := by
    rw [hI, div_eq_mul_inv, ← hc]
    simp only [dotProduct, Matrix.mulVec, Fin.sum_univ_two, Matrix.of_apply, Matrix.cons_val_zero,
      Matrix.cons_val_one]
    ring
  rw [hv]
  exact plane_spacing _ hA _ hk

end

end LatticeMetricTensor
```

```lean
#print axioms LatticeMetricTensor.reciprocalBasis_mul_metric
#print axioms LatticeMetricTensor.metric_and_reciprocal_metric
#print axioms LatticeMetricTensor.metric_eq_iff_orthogonal
#print axioms LatticeMetricTensor.hexagonal_spacing
```

```
'LatticeMetricTensor.reciprocalBasis_mul_metric' depends on axioms: [propext, Classical.choice, Quot.sound]
'LatticeMetricTensor.metric_and_reciprocal_metric' depends on axioms: [propext, Classical.choice, Quot.sound]
'LatticeMetricTensor.metric_eq_iff_orthogonal' depends on axioms: [propext, Classical.choice, Quot.sound]
'LatticeMetricTensor.hexagonal_spacing' depends on axioms: [propext, Classical.choice, Quot.sound]
```

**Q:** So for the positions of my diffraction lines, the lengths and angles in the structure file are enough?

**A:** For an ideal periodic crystal and a known wavelength, they fix where lines can appear: they give $G$, $G$ gives the spacings, and Bragg's law turns those into angles. Which of these lines do appear, and how strongly, also depends on the atoms inside the cell, which a metric tensor doesn't describe.
